# A spherical top with no threefold axis: unequal masses on a square bipyramid

Whether a matrix maps a set of point masses to itself depends on what is tracked: the occupied positions alone, or the positions together with their masses. Here both are tracked. A real $3\times3$ matrix $R$ is a symmetry if it sends every site to a site that carries an equal mass, and if it permutes the sites in doing so. $R$ is not required to be orthogonal, so the exclusion of symmetries of order three below covers rotations and non-orthogonal linear maps alike.

The body in question has masses 4 at $\pm e_1$ and $\pm e_2$ and masses 1 at $\pm 2e_3$, where $e_1,e_2,e_3$ are the Cartesian unit vectors. Its three principal moments of inertia are equal, which makes it a spherical top. In a tetrahedral or octahedral molecule this equality is forced by symmetry, and threefold rotations are part of that symmetry. This body has no threefold rotation.

```lean
import Mathlib

open Matrix

namespace AccidentalSphericalTop

noncomputable section
```

## Inertia and symmetry of point masses

For masses $m_i$ at positions $r_i$, the inertia tensor about the origin is

$$I=\sum_i m_i\left(|r_i|^2\,\mathbf 1-r_i r_i^{\mathsf T}\right).$$

In Lean the label $i$ runs over a finite type `ι`, a position is a function `Fin 3 → ℝ`, `⬝ᵥ` is the dot product and `vecMulVec` forms the outer product $r_i r_i^{\mathsf T}$. Masses and lengths are plain real numbers in whatever units one chooses, and the definition does not require the masses to be positive.

```lean
/-- The inertia tensor about the origin of point masses `m i` at positions `r i`. -/
def inertia {ι : Type*} [Fintype ι] (m : ι → ℝ) (r : ι → Fin 3 → ℝ) :
    Matrix (Fin 3) (Fin 3) ℝ :=
  ∑ i, m i • ((r i ⬝ᵥ r i) • (1 : Matrix (Fin 3) (Fin 3) ℝ) - vecMulVec (r i) (r i))
```

The symmetry condition asks for a permutation $\sigma$ of the labels with

$$m_{\sigma(i)}=m_i,\qquad R\,r_i=r_{\sigma(i)}\qquad\text{for all } i.$$

For positive masses at distinct positions this says exactly that $R$ carries the mass distribution to itself. A matrix fixes the origin, so only symmetries about the origin are considered. Nothing is lost for the body above, because its centre of mass lies there and every rigid symmetry fixes the centre of mass.

```lean
/-- The matrix `R` maps the mass distribution to itself: it carries each point mass to the
position of an equal mass, permuting the sites. -/
def IsSymmetry {ι : Type*} (m : ι → ℝ) (r : ι → Fin 3 → ℝ)
    (R : Matrix (Fin 3) (Fin 3) ℝ) : Prop :=
  ∃ σ : Equiv.Perm ι, (∀ i, m (σ i) = m i) ∧ ∀ i, R *ᵥ r i = r (σ i)
```

## The square bipyramid and two rotations

The example belongs to a family with four parameters: equatorial masses $m$ at $\pm a e_1$ and $\pm a e_2$, and axial masses $M$ at $\pm c e_3$. Lean counts from zero. The sites are numbered 0 to 5 in the order

$$a e_1,\; -a e_1,\; a e_2,\; -a e_2,\; c e_3,\; -c e_3,$$

and the components along $e_1,e_2,e_3$ have indices 0, 1, 2. Matrix entries below are written with these indices, so that column 0 of $R$ is $Re_1$.

```lean
/-- The masses of a square bipyramid: four equatorial masses `m` and two axial masses `M`. -/
def masses (m M : ℝ) : Fin 6 → ℝ := ![m, m, m, m, M, M]

/-- The sites of a square bipyramid: `±a e1`, `±a e2` and `±c e3`. -/
def sites (a c : ℝ) : Fin 6 → Fin 3 → ℝ :=
  ![![a, 0, 0], ![-a, 0, 0], ![0, a, 0], ![0, -a, 0], ![0, 0, c], ![0, 0, -c]]
```

Two rotations serve for comparison. The first permutes the axes cyclically, $e_1\to e_2\to e_3\to e_1$, and is a turn by $120^\circ$ about the direction $e_1+e_2+e_3$.

```lean
/-- The rotation that permutes the coordinate axes cyclically. -/
def threefold : Matrix (Fin 3) (Fin 3) ℝ := !![0, 0, 1; 1, 0, 0; 0, 1, 0]
```

The second is the quarter turn about the third axis, $e_1\to e_2\to -e_1$ with $e_3$ fixed.

```lean
/-- The quarter turn about the third axis. -/
def fourfold : Matrix (Fin 3) (Fin 3) ℝ := !![0, -1, 0; 1, 0, 0; 0, 0, 1]
```

## Equal moments from one balance condition

A mass $m$ at $\pm a e_1$ contributes $ma^2\,\mathrm{diag}(0,1,1)$, since a mass on an axis has no moment about that axis. Adding the three pairs gives

$$I=2ma^2\,\mathrm{diag}(0,1,1)+2ma^2\,\mathrm{diag}(1,0,1)+2Mc^2\,\mathrm{diag}(1,1,0),$$

which is

$$I=\mathrm{diag}\left(2ma^2+2Mc^2,\;2ma^2+2Mc^2,\;4ma^2\right).$$

```lean
/-- The inertia tensor of the square bipyramid is diagonal, with two equal entries. -/
theorem inertia_bipyramid (m M a c : ℝ) :
    inertia (masses m M) (sites a c) =
      !![2 * (m * a ^ 2) + 2 * (M * c ^ 2), 0, 0;
         0, 2 * (m * a ^ 2) + 2 * (M * c ^ 2), 0;
         0, 0, 4 * (m * a ^ 2)] := by
  ext i j
  fin_cases i <;> fin_cases j <;>
    simp [inertia, masses, sites, Fin.sum_univ_six, Fin.sum_univ_three,
      dotProduct] <;> ring
```

The proof compares the nine entries one at a time. `simp` writes out the sum over six sites, and `ring` collects the terms.

The first two moments always agree. The tensor is therefore a multiple of the identity exactly when they equal the third:

$$2ma^2+2Mc^2=4ma^2\iff ma^2=Mc^2.$$

The theorem states this as the existence of a number $k$ with $I=k\mathbf 1$.

```lean
/-- The inertia tensor of the square bipyramid is a multiple of the identity exactly when
`m a² = M c²`. -/
theorem spherical_iff (m M a c : ℝ) :
    (∃ k : ℝ, inertia (masses m M) (sites a c) = k • (1 : Matrix (Fin 3) (Fin 3) ℝ)) ↔
      m * a ^ 2 = M * c ^ 2 := by
  rw [inertia_bipyramid]
  constructor
  · rintro ⟨k, hk⟩
    -- compare an equatorial moment with the axial one
    have e0 := congrFun (congrFun hk 0) 0
    have e2 := congrFun (congrFun hk 2) 2
    simp at e0 e2
    linarith
  · intro h
    refine ⟨4 * (m * a ^ 2), ?_⟩
    rw [← h]
    ext i j
    fin_cases i <;> fin_cases j <;> simp <;> ring
```

In the forward direction, `e0` and `e2` are the diagonal entries 0 and 2 of $I=k\mathbf 1$, and `linarith` eliminates $k$. In the reverse direction the proof supplies $k=4ma^2$.

## Where a symmetry can send the axes

Suppose $m\neq M$ and $a\neq0$. A symmetry sends the site $a e_1$ to a site of mass $m$, which must be equatorial:

$$aRe_1\in\{\pm a e_1,\pm a e_2\}.$$

Dividing by $a$ gives $Re_1\in\{\pm e_1,\pm e_2\}$, and the same argument applies to $Re_2$. The lemma treats a general vector $v$ for which $av$ is a site of mass $m$, and lists its four possible values by components.

```lean
/-- A vector whose multiple by `a` is a site of mass `m` is one of `±e1`, `±e2`, when `a` is nonzero
and the axial masses differ from `m`. -/
theorem equatorial_column {m M a c : ℝ} (ha : a ≠ 0) (hne : m ≠ M) (v : Fin 3 → ℝ)
    (s : Fin 6) (hs : masses m M s = m) (hv : ∀ i, v i * a = sites a c s i) :
    (v 0 = 1 ∧ v 1 = 0 ∧ v 2 = 0) ∨ (v 0 = -1 ∧ v 1 = 0 ∧ v 2 = 0) ∨
      (v 0 = 0 ∧ v 1 = 1 ∧ v 2 = 0) ∨ (v 0 = 0 ∧ v 1 = -1 ∧ v 2 = 0) := by
  have hv' : ∀ i, v i = sites a c s i / a := fun i => eq_div_of_mul_eq ha (hv i)
  clear hv
  fin_cases s
  · left; refine ⟨?_, ?_, ?_⟩ <;> simp [hv', sites, ha]
  · right; left; refine ⟨?_, ?_, ?_⟩ <;> simp [hv', sites, ha]
  · right; right; left; refine ⟨?_, ?_, ?_⟩ <;> simp [hv', sites, ha]
  · right; right; right; refine ⟨?_, ?_, ?_⟩ <;> simp [hv', sites, ha]
  · exact (hne hs.symm).elim
  · exact (hne hs.symm).elim
```

The proof first solves for the components of $v$ and then runs through the six sites. Sites 0 to 3 give the four alternatives. Sites 4 and 5 would require $M=m$, against the hypothesis.

For the axial direction, with $c\neq0$, the site $c e_3$ must go to a site of mass $M$, so

$$Re_3\in\{e_3,-e_3\}.$$

```lean
/-- A vector whose multiple by `c` is a site of mass `M` is one of `±e3`, when `c` is nonzero and
the equatorial masses differ from `M`. -/
theorem axial_column {m M a c : ℝ} (hc : c ≠ 0) (hne : m ≠ M) (v : Fin 3 → ℝ)
    (s : Fin 6) (hs : masses m M s = M) (hv : ∀ i, v i * c = sites a c s i) :
    (v 0 = 0 ∧ v 1 = 0 ∧ v 2 = 1) ∨ (v 0 = 0 ∧ v 1 = 0 ∧ v 2 = -1) := by
  have hv' : ∀ i, v i = sites a c s i / c := fun i => eq_div_of_mul_eq hc (hv i)
  clear hv
  fin_cases s
  · exact (hne hs).elim
  · exact (hne hs).elim
  · exact (hne hs).elim
  · exact (hne hs).elim
  · left; refine ⟨?_, ?_, ?_⟩ <;> simp [hv', sites, hc]
  · right; refine ⟨?_, ?_, ?_⟩ <;> simp [hv', sites, hc]
```

Here sites 0 to 3 are the ones excluded by the masses.

## The cube of the matrix leaves only the identity

The matrix now has the block form

$$R=\begin{pmatrix}B&0\\0&\varepsilon\end{pmatrix},\qquad \varepsilon=\pm1,$$

where each column of the $2\times2$ matrix $B$ has a single nonzero entry, equal to $\pm1$. If $R^3=\mathbf 1$, then $\varepsilon^3=1$, so $\varepsilon=1$, and $B^3=\mathbf 1$. Let $s$ and $t$ be the signs in columns 0 and 1 of $B$. There are four arrangements.

- If $B=\mathrm{diag}(s,t)$, then $B^3=\mathrm{diag}(s,t)$, so $s=t=1$.
- If $B=\begin{pmatrix}0&t\\s&0\end{pmatrix}$, then $B^3=st\,B$, whose diagonal is zero.
- If $B=\begin{pmatrix}s&t\\0&0\end{pmatrix}$, then row 1 of $B^3$ is zero.
- If $B=\begin{pmatrix}0&0\\s&t\end{pmatrix}$, then row 0 of $B^3$ is zero.

The last three contradict a diagonal entry of $B^3=\mathbf 1$. Only $B=\mathbf 1$ remains, and hence $R=\mathbf 1$.

```lean
/-- If `a` and `c` are nonzero and the equatorial and axial masses differ, a symmetry `R` of the
mass distribution with `R³ = 1` is the identity. -/
theorem no_threefold {m M a c : ℝ} (ha : a ≠ 0) (hc : c ≠ 0) (hne : m ≠ M)
    (R : Matrix (Fin 3) (Fin 3) ℝ) (hR : IsSymmetry (masses m M) (sites a c) R)
    (h3 : R ^ 3 = 1) : R = 1 := by
  obtain ⟨σ, hm, hr⟩ := hR
  -- the columns of R are the images of the axes, read off from three sites
  have h0 := equatorial_column (c := c) ha hne (fun i => R i 0) (σ 0) (hm 0) (fun i => by
    rw [← hr 0]; simp [sites, Matrix.mulVec, dotProduct, Fin.sum_univ_three])
  have h1 := equatorial_column (c := c) ha hne (fun i => R i 1) (σ 2) (hm 2) (fun i => by
    rw [← hr 2]; simp [sites, Matrix.mulVec, dotProduct, Fin.sum_univ_three])
  have h2 := axial_column (a := a) hc hne (fun i => R i 2) (σ 4) (hm 4) (fun i => by
    rw [← hr 4]; simp [sites, Matrix.mulVec, dotProduct, Fin.sum_univ_three])
  try beta_reduce at h0 h1 h2
  have hcube : R * R * R = 1 := by rw [← pow_three', h3]
  have D0 := congrFun (congrFun hcube 0) 0
  have D1 := congrFun (congrFun hcube 1) 1
  have D2 := congrFun (congrFun hcube 2) 2
  simp only [Matrix.mul_apply, Fin.sum_univ_three, Matrix.one_apply_eq] at D0 D1 D2
  -- the diagonal of R³ = 1 excludes every case but the identity
  rcases h0 with ⟨a0, a1, a2⟩ | ⟨a0, a1, a2⟩ | ⟨a0, a1, a2⟩ | ⟨a0, a1, a2⟩ <;>
  rcases h1 with ⟨b0, b1, b2⟩ | ⟨b0, b1, b2⟩ | ⟨b0, b1, b2⟩ | ⟨b0, b1, b2⟩ <;>
  rcases h2 with ⟨c0, c1, c2⟩ | ⟨c0, c1, c2⟩ <;>
  simp only [a0, a1, a2, b0, b1, b2, c0, c1, c2] at D0 D1 D2 <;>
  first
  | (exfalso; linarith)
  | (ext i j
     fin_cases i <;> fin_cases j <;>
       simp [a0, a1, a2, b0, b1, b2, c0, c1, c2])
```

The statement assumes $a\neq0$, $c\neq0$ and $m\neq M$, but not the balance condition $ma^2=Mc^2$, so it applies whether or not the bipyramid is a spherical top. In the proof, `h0`, `h1` and `h2` list the possible columns of $R$, obtained from the images of sites 0, 2 and 4. The equations `D0`, `D1` and `D2` are the diagonal entries of $R^3=\mathbf 1$. The three `rcases` lines produce $4\cdot4\cdot2=32$ cases. In each one either `linarith` finds a contradiction in the diagonal equations, or the columns are those of the identity.

The hypothesis $m\neq M$ cannot be dropped. With equal masses, the linear map $a e_1\to a e_2\to c e_3\to a e_1$ permutes the sites and has cube $\mathbf 1$, but it is not the identity. This map is orthogonal when $c=\pm a$ and not otherwise.

## Masses 4 and 1

Setting $m=4$, $M=1$, $a=1$ and $c=2$ gives $ma^2=4$ and $Mc^2=4$. The balance condition holds, and the moments are

$$2\cdot4+2\cdot4=16,\qquad 4\cdot4=16.$$

The masses differ and both distances are nonzero, so the previous result applies as well. The theorem joins the two conclusions: the inertia tensor is $16\,\mathbf 1$, and every symmetry $R$ with $R^3=\mathbf 1$ is the identity.

```lean
/-- Masses 4 at `±e1`, `±e2` and masses 1 at `±2 e3` have inertia tensor 16 times the identity,
yet the only matrix `R` with `R³ = 1`, orthogonal or not, that maps this mass distribution to
itself is the identity. -/
theorem accidental_spherical_top :
    inertia (masses 4 1) (sites 1 2) = (16 : ℝ) • (1 : Matrix (Fin 3) (Fin 3) ℝ) ∧
      ∀ R : Matrix (Fin 3) (Fin 3) ℝ,
        IsSymmetry (masses 4 1) (sites 1 2) R → R ^ 3 = 1 → R = 1 := by
  constructor
  · rw [inertia_bipyramid]
    ext i j
    fin_cases i <;> fin_cases j <;> norm_num [Matrix.one_apply]
  · exact fun R hR h3 => no_threefold (by norm_num) (by norm_num) (by norm_num) R hR h3
```

An orthogonal matrix other than $\mathbf 1$ whose cube is $\mathbf 1$ is a rotation by $120^\circ$ about some axis. The theorem therefore rules out a threefold axis in any direction through the origin, and not just along the body diagonals. The equality of the moments comes from the tuned values of mass and distance, which is the sense in which the spherical top is accidental.

For a rigid body of point masses, then, three equal principal moments do not establish a cubic point group, and a program that inferred one from the moments alone would misclassify this body. The model is a rigid arrangement with prescribed masses; it does not address whether a molecule with these mass ratios exists, or how vibration would alter the moments.

## The fourfold axis that remains

The body is not without symmetry. The quarter turn sends $a e_1\to a e_2\to -a e_1\to -a e_2\to a e_1$ and leaves the axial sites in place, so it only exchanges equal masses. Its square is $\mathrm{diag}(-1,-1,1)\neq\mathbf 1$ and its fourth power is $\mathbf 1$, so its order is exactly four. This holds for all values of the four parameters.

```lean
/-- The quarter turn about the third axis is an orthogonal symmetry of every square bipyramid, its
fourth power is the identity, and its square is not. -/
theorem fourfold_symmetry (m M a c : ℝ) :
    IsSymmetry (masses m M) (sites a c) fourfold ∧ fourfold * fourfoldᵀ = 1 ∧
      fourfold ^ 4 = 1 ∧ fourfold ^ 2 ≠ 1 := by
  refine ⟨⟨⟨![2, 3, 1, 0, 4, 5], ![3, 2, 0, 1, 4, 5], fun i => by fin_cases i <;> rfl,
    fun i => by fin_cases i <;> rfl⟩, fun i => by fin_cases i <;> rfl, fun i => ?_⟩, ?_, ?_, ?_⟩
  · ext k
    fin_cases i <;> fin_cases k <;>
      simp [fourfold, sites, Matrix.mulVec, dotProduct, Fin.sum_univ_three]
  · ext i j
    fin_cases i <;> fin_cases j <;>
      simp [fourfold, Matrix.mul_apply, Fin.sum_univ_three]
  · ext i j
    fin_cases i <;> fin_cases j <;>
      simp [fourfold, pow_succ, Matrix.mul_apply, Fin.sum_univ_three, Matrix.one_apply]
  · intro h
    have h00 : (fourfold ^ 2) 0 0 = -1 := by
      simp [fourfold, pow_succ, Matrix.mul_apply, Fin.sum_univ_three]
    rw [h, Matrix.one_apply_eq] at h00
    linarith
```

The two lists at the start of the proof are the permutation of the sites and its inverse. The remaining goals are comparisons of entries, and the last one uses the entry $-1$ in position $(0,0)$ of the square.

## From the regular octahedron to distant light masses

When $M=m$ and $c=a$, the bipyramid is a regular octahedron of equal masses for $m>0$ and $a>0$. The cyclic rotation then maps $a e_1\to a e_2\to a e_3\to a e_1$, and the opposite sites likewise. It is orthogonal, its cube is $\mathbf 1$, and it is not the identity.

```lean
/-- With equal masses at equal distances, the cyclic rotation of the axes is an orthogonal
symmetry of order three. -/
theorem octahedron_threefold (m a : ℝ) :
    IsSymmetry (masses m m) (sites a a) threefold ∧ threefold * threefoldᵀ = 1 ∧
      threefold ^ 3 = 1 ∧ threefold ≠ 1 := by
  refine ⟨⟨⟨![2, 3, 4, 5, 0, 1], ![4, 5, 0, 1, 2, 3], fun i => by fin_cases i <;> rfl,
    fun i => by fin_cases i <;> rfl⟩, fun i => by fin_cases i <;> rfl, fun i => ?_⟩, ?_, ?_, ?_⟩
  · ext k
    fin_cases i <;> fin_cases k <;>
      simp [threefold, sites, Matrix.mulVec, dotProduct, Fin.sum_univ_three]
  · ext i j
    fin_cases i <;> fin_cases j <;>
      simp [threefold, Matrix.mul_apply, Fin.sum_univ_three, Matrix.one_apply]
  · ext i j
    fin_cases i <;> fin_cases j <;>
      simp [threefold, pow_succ, Matrix.mul_apply, Fin.sum_univ_three, Matrix.one_apply]
  · intro h
    have h00 := congrFun (congrFun h 0) 0
    norm_num [threefold] at h00

end

end AccidentalSphericalTop
```

The proof has the same pattern as the one for the quarter turn, with the site permutation given explicitly.

The octahedron and the body with masses 4 and 1 lie on one curve of spherical tops. Keep $m=4$ and $a=1$, and let $M=4/c^2$ with $c>0$. The balance condition holds all along the curve, and the inertia tensor stays at $16\,\mathbf 1$. At $c=1$ all masses are equal and the threefold rotation is present; at every other $c$ the masses differ and it is absent. As $c\to\infty$ the axial masses tend to zero, but their contribution to the moments does not, because $Mc^2$ remains 4. Removing them altogether leaves a planar square with inertia tensor $\mathrm{diag}(8,8,16)$, which is no longer a spherical top.

```lean
#print axioms AccidentalSphericalTop.spherical_iff
#print axioms AccidentalSphericalTop.accidental_spherical_top
#print axioms AccidentalSphericalTop.fourfold_symmetry
#print axioms AccidentalSphericalTop.octahedron_threefold
```

```
'AccidentalSphericalTop.spherical_iff' depends on axioms: [propext, Classical.choice, Quot.sound]
'AccidentalSphericalTop.accidental_spherical_top' depends on axioms: [propext, Classical.choice, Quot.sound]
'AccidentalSphericalTop.fourfold_symmetry' depends on axioms: [propext, Classical.choice, Quot.sound]
'AccidentalSphericalTop.octahedron_threefold' depends on axioms: [propext, Classical.choice, Quot.sound]
```
